# Spins (0,2,2) and (1/2,1,5/2) share all traces of $J_i$ and $J_iJ_j$, but their $J_z$ are not conjugate

When traces are used to check whether two sets of spin matrices are the same up to a change of basis, the comparison should continue past $\mathrm{Tr}\,J_i$ and $\mathrm{Tr}\,J_iJ_j$, for instance to $\mathrm{Tr}\,J_z^4$. A difference in such a trace proves that the two sets are inequivalent, while agreement in this one further trace does not in general prove them equivalent. The two 11-dimensional block sums below agree in every first and second trace, and the fourth moment of $J_z$ tells them apart.

```lean
import Mathlib

open Matrix

namespace SpinBlockTraces

noncomputable section

/-- The raising matrix of a spin with `n = 2j + 1` states, ordered from `m = j` down. -/
def raising (n : ℕ) : Matrix (Fin n) (Fin n) ℂ :=
  Matrix.of fun a b => if (a : ℕ) + 1 = (b : ℕ) then
    ((Real.sqrt (((b : ℕ) : ℝ) * ((n : ℝ) - ((b : ℕ) : ℝ))) : ℝ) : ℂ) else 0

/-- The matrices `Jx, Jy, Jz` (indices 0, 1, 2) of the spin with `n = 2j + 1` states, `ħ = 1`. -/
def spin (n : ℕ) : Fin 3 → Matrix (Fin n) (Fin n) ℂ :=
  ![(1 / 2 : ℂ) • (raising n + (raising n)ᴴ),
    (-(Complex.I / 2)) • (raising n - (raising n)ᴴ),
    Matrix.diagonal fun a : Fin n => ((n : ℂ) - 1) / 2 - ((a : ℕ) : ℂ)]

/-- The block sum of spins whose multiplicities `2j + 1` are listed by `d`. -/
def blockSpin {r : ℕ} (d : Fin r → ℕ) (i : Fin 3) :
    Matrix ((k : Fin r) × Fin (d k)) ((k : Fin r) × Fin (d k)) ℂ :=
  Matrix.blockDiagonal' fun k => spin (d k) i

/-- The multiplicities of the spins 0, 2, 2. -/
def dimsA : Fin 3 → ℕ := ![1, 5, 5]

/-- The multiplicities of the spins 1/2, 1, 5/2. -/
def dimsB : Fin 3 → ℕ := ![2, 3, 6]

lemma dims : (dimsA 0 = 1 ∧ dimsA 1 = 5 ∧ dimsA 2 = 5) ∧
    (dimsB 0 = 2 ∧ dimsB 1 = 3 ∧ dimsB 2 = 6) := ⟨⟨rfl, rfl, rfl⟩, rfl, rfl, rfl⟩

lemma sums (c : ℂ) (N : ℕ) :
    ∑ a ∈ Finset.range N, (c - (a : ℂ)) = N * c - N * (N - 1) / 2 ∧
    ∑ a ∈ Finset.range N, (c - (a : ℂ)) * (c - (a : ℂ)) =
      N * c ^ 2 - c * N * (N - 1) + N * (N - 1) * (2 * N - 1) / 6 ∧
    ∑ a ∈ Finset.range N, (a : ℂ) * (c - (a : ℂ)) =
      c * N * (N - 1) / 2 - N * (N - 1) * (2 * N - 1) / 6 := by
  induction N with
  | zero => simp
  | succ N ih =>
    obtain ⟨h1, h2, h3⟩ := ih
    refine ⟨?_, ?_, ?_⟩ <;> rw [Finset.sum_range_succ] <;> simp only [h1, h2, h3] <;>
      push_cast <;> ring

/-- The trace of `J₋ J₊` in a spin with `n` states is `n (n² - 1) / 6`. -/
theorem trace_lowering_raising (n : ℕ) :
    ((raising n)ᴴ * raising n).trace = (n : ℂ) * ((n : ℂ) ^ 2 - 1) / 6 := by
  refine Eq.trans ?_ ((Fin.sum_univ_eq_sum_range
    (fun b : ℕ => (b : ℂ) * ((n : ℂ) - (b : ℂ))) n).trans ((sums n n).2.2.trans (by ring)))
  unfold Matrix.trace
  refine Finset.sum_congr rfl fun a _ => ?_
  rw [Matrix.diag_apply, Matrix.mul_apply]
  by_cases h0 : (a : ℕ) = 0
  · rw [h0, Nat.cast_zero, zero_mul]
    refine Finset.sum_eq_zero fun x _ => ?_
    have hx : ¬ ((x : ℕ) + 1 = (a : ℕ)) := by omega
    have e : raising n x a = 0 := if_neg hx
    rw [e, mul_zero]
  · -- exactly one state lies immediately above the state `a`
    have ha := a.isLt
    obtain ⟨c, hc⟩ : ∃ c : Fin n, (c : ℕ) + 1 = (a : ℕ) :=
      ⟨⟨a - 1, by omega⟩, Nat.sub_add_cancel (by omega)⟩
    have hp : (0 : ℝ) ≤ ((a : ℕ) : ℝ) * ((n : ℝ) - ((a : ℕ) : ℝ)) :=
      mul_nonneg (Nat.cast_nonneg _) (sub_nonneg.mpr (by exact_mod_cast ha.le))
    have e : raising n c a = _ := if_pos hc
    rw [Finset.sum_eq_single c]
    · rw [Matrix.conjTranspose_apply, e, Complex.star_def, Complex.conj_ofReal,
        ← Complex.ofReal_mul, Real.mul_self_sqrt hp]
      simp
    · intro x _ hx
      have hx' : ¬ ((x : ℕ) + 1 = (a : ℕ)) := fun e => hx (Fin.ext (by omega))
      have e' : raising n x a = 0 := if_neg hx'
      rw [e', mul_zero]
    · simp

/-- In a spin with `n` states each `Ji` is traceless and `Tr Ji Jj = δij n (n² - 1) / 12`. -/
theorem spin_moments (n : ℕ) : (∀ i, (spin n i).trace = 0) ∧ ∀ i j,
    (spin n i * spin n j).trace = if i = j then (n : ℂ) * ((n : ℂ) ^ 2 - 1) / 12 else 0 := by
  have hd : ∀ a, raising n a a = 0 := fun a => if_neg (by omega)
  have r0 : (raising n).trace = 0 := by simp [Matrix.trace, hd]
  have l0 : (raising n)ᴴ.trace = 0 := by rw [Matrix.trace_conjTranspose, r0, star_zero]
  have rr : (raising n * raising n).trace = 0 := by
    unfold Matrix.trace
    refine Finset.sum_eq_zero fun a _ => ?_
    rw [Matrix.diag_apply, Matrix.mul_apply]
    refine Finset.sum_eq_zero fun c _ => ?_
    by_cases h : (a : ℕ) + 1 = (c : ℕ)
    · have e : raising n c a = 0 := if_neg (by omega)
      rw [e, mul_zero]
    · have e : raising n a c = 0 := if_neg h
      rw [e, zero_mul]
  have ll : ((raising n)ᴴ * (raising n)ᴴ).trace = 0 := by
    rw [← Matrix.conjTranspose_mul, Matrix.trace_conjTranspose, rr, star_zero]
  have lr := trace_lowering_raising n
  have rl := (Matrix.trace_mul_comm (raising n) (raising n)ᴴ).trans lr
  have hx : spin n 0 = (1 / 2 : ℂ) • (raising n + (raising n)ᴴ) := rfl
  have hy : spin n 1 = (-(Complex.I / 2)) • (raising n - (raising n)ᴴ) := rfl
  have hz : spin n 2 =
    Matrix.diagonal fun a : Fin n => ((n : ℂ) - 1) / 2 - ((a : ℕ) : ℂ) := rfl
  have rz : (raising n * spin n 2).trace = 0 := by
    rw [hz]; simp [Matrix.trace, Matrix.mul_diagonal, hd]
  have lz : ((raising n)ᴴ * spin n 2).trace = 0 := by
    rw [hz]; simp [Matrix.trace, Matrix.mul_diagonal, hd]
  have z0 : (spin n 2).trace = 0 := by
    rw [hz, Matrix.trace_diagonal]
    exact (Fin.sum_univ_eq_sum_range (fun a : ℕ => ((n : ℂ) - 1) / 2 - (a : ℂ)) n).trans
      ((sums _ n).1.trans (by ring))
  have zz : (spin n 2 * spin n 2).trace = (n : ℂ) * ((n : ℂ) ^ 2 - 1) / 12 := by
    rw [hz, Matrix.diagonal_mul_diagonal, Matrix.trace_diagonal]
    exact (Fin.sum_univ_eq_sum_range (fun a : ℕ => (((n : ℂ) - 1) / 2 - (a : ℂ)) *
      (((n : ℂ) - 1) / 2 - (a : ℂ))) n).trans ((sums _ n).2.1.trans (by ring))
  have xx : (spin n 0 * spin n 0).trace = (n : ℂ) * ((n : ℂ) ^ 2 - 1) / 12 := by
    simp only [hx, smul_mul_assoc, mul_smul_comm, mul_add, add_mul, Matrix.trace_smul,
      Matrix.trace_add, smul_eq_mul, rr, ll, lr, rl]
    ring
  have yy : (spin n 1 * spin n 1).trace = (n : ℂ) * ((n : ℂ) ^ 2 - 1) / 12 := by
    simp only [hy, smul_mul_assoc, mul_smul_comm, mul_sub, sub_mul, Matrix.trace_smul,
      Matrix.trace_sub, smul_eq_mul, rr, ll, lr, rl]
    linear_combination (-((n : ℂ) * ((n : ℂ) ^ 2 - 1) / 12)) * Complex.I_mul_I
  have xy : (spin n 0 * spin n 1).trace = 0 := by
    simp only [hx, hy, smul_mul_assoc, mul_smul_comm, mul_sub, add_mul, Matrix.trace_smul,
      Matrix.trace_sub, Matrix.trace_add, smul_eq_mul, rr, ll, lr, rl]
    ring
  have xz : (spin n 0 * spin n 2).trace = 0 := by
    rw [hx, smul_mul_assoc, add_mul, Matrix.trace_smul, Matrix.trace_add, rz, lz, add_zero,
      smul_zero]
  have yz : (spin n 1 * spin n 2).trace = 0 := by
    rw [hy, smul_mul_assoc, sub_mul, Matrix.trace_smul, Matrix.trace_sub, rz, lz, sub_zero,
      smul_zero]
  have yx := (Matrix.trace_mul_comm (spin n 1) (spin n 0)).trans xy
  have zx := (Matrix.trace_mul_comm (spin n 2) (spin n 0)).trans xz
  have zy := (Matrix.trace_mul_comm (spin n 2) (spin n 1)).trans yz
  constructor
  · intro i
    fin_cases i
    · change (spin n 0).trace = 0
      rw [hx, Matrix.trace_smul, Matrix.trace_add, r0, l0, add_zero, smul_zero]
    · change (spin n 1).trace = 0
      rw [hy, Matrix.trace_smul, Matrix.trace_sub, r0, l0, sub_zero, smul_zero]
    · exact z0
  · intro i j
    fin_cases i <;> fin_cases j <;> simp [xx, yy, zz, xy, xz, yz, yx, zx, zy]

/-- In a block sum each `Ji` is traceless and `Tr Ji Jj` is `δij` times the sum of
`n (n² - 1) / 12` over the blocks. -/
theorem block_moments {r : ℕ} (d : Fin r → ℕ) : (∀ i, (blockSpin d i).trace = 0) ∧
    ∀ i j, (blockSpin d i * blockSpin d j).trace =
      if i = j then ∑ k, (d k : ℂ) * ((d k : ℂ) ^ 2 - 1) / 12 else 0 := by
  unfold blockSpin
  refine ⟨fun i => ?_, fun i j => ?_⟩
  · rw [Matrix.trace_blockDiagonal']
    exact Finset.sum_eq_zero fun k _ => (spin_moments (d k)).1 i
  · rw [← Matrix.blockDiagonal'_mul, Matrix.trace_blockDiagonal',
      Finset.sum_congr rfl fun k _ => (spin_moments (d k)).2 i j]
    by_cases h : i = j
    · simp only [if_pos h]
    · simp only [if_neg h, Finset.sum_const_zero]

/-- The trace of `Jz ^ p` in a block sum is the sum of the `p`-th powers of all magnetic
quantum numbers. -/
theorem trace_Jz_pow {r : ℕ} (d : Fin r → ℕ) (p : ℕ) : (blockSpin d 2 ^ p).trace =
    ∑ k, ∑ a ∈ Finset.range (d k), (((d k : ℂ) - 1) / 2 - (a : ℂ)) ^ p := by
  have h : blockSpin d 2 = Matrix.diagonal fun x : (k : Fin r) × Fin (d k) =>
      ((d x.1 : ℂ) - 1) / 2 - ((x.2 : ℕ) : ℂ) :=
    Matrix.blockDiagonal'_diagonal
      (fun k (a : Fin (d k)) => ((d k : ℂ) - 1) / 2 - ((a : ℕ) : ℂ))
  rw [h, Matrix.diagonal_pow, Matrix.trace_diagonal, Fintype.sum_sigma]
  refine Finset.sum_congr rfl fun k _ => ?_
  exact Fin.sum_univ_eq_sum_range (fun a : ℕ => (((d k : ℂ) - 1) / 2 - (a : ℂ)) ^ p) (d k)

/-- The trace of `Jz⁴` is 68 for spins (0,2,2) and 181/2 for spins (1/2,1,5/2). -/
theorem fourth_moments :
    (blockSpin dimsA 2 ^ 4).trace = 68 ∧ (blockSpin dimsB 2 ^ 4).trace = 181 / 2 := by
  constructor <;> rw [trace_Jz_pow, Fin.sum_univ_three] <;> simp only [dims] <;>
    norm_num [Finset.sum_range_succ]

/-- The block sums of spins (0,2,2) and (1/2,1,5/2) both have dimension 11 and share all traces
of `Ji` and `Ji Jj`, yet no invertible matrix conjugates one `Jz` into the other. -/
theorem equal_traces_not_conjugate :
    Fintype.card ((k : Fin 3) × Fin (dimsA k)) = 11 ∧
    Fintype.card ((k : Fin 3) × Fin (dimsB k)) = 11 ∧
    (∀ i, (blockSpin dimsA i).trace = (blockSpin dimsB i).trace) ∧
    (∀ i j, (blockSpin dimsA i * blockSpin dimsA j).trace =
      (blockSpin dimsB i * blockSpin dimsB j).trace) ∧
    ¬ ∃ (S : Matrix ((k : Fin 3) × Fin (dimsA k)) ((k : Fin 3) × Fin (dimsB k)) ℂ)
        (T : Matrix ((k : Fin 3) × Fin (dimsB k)) ((k : Fin 3) × Fin (dimsA k)) ℂ),
        S * T = 1 ∧ T * S = 1 ∧ S * blockSpin dimsB 2 * T = blockSpin dimsA 2 := by
  have hA := block_moments dimsA
  have hB := block_moments dimsB
  refine ⟨?_, ?_, fun i => (hA.1 i).trans (hB.1 i).symm, fun i j => ?_, ?_⟩
  · rw [Fintype.card_sigma]
    simp only [Fintype.card_fin, Fin.sum_univ_three, dims]
  · rw [Fintype.card_sigma]
    simp only [Fintype.card_fin, Fin.sum_univ_three, dims]
  · have s : ∑ k, (dimsA k : ℂ) * ((dimsA k : ℂ) ^ 2 - 1) / 12 =
        ∑ k, (dimsB k : ℂ) * ((dimsB k : ℂ) ^ 2 - 1) / 12 := by
      simp only [Fin.sum_univ_three, dims]
      norm_num
    rw [hA.2 i j, hB.2 i j, s]
  · -- a conjugation would equate the fourth moments
    rintro ⟨S, T, _, hTS, h⟩
    have sq : blockSpin dimsA 2 ^ 2 = S * blockSpin dimsB 2 ^ 2 * T := by
      rw [pow_two, pow_two, ← h]
      calc S * blockSpin dimsB 2 * T * (S * blockSpin dimsB 2 * T)
          = S * blockSpin dimsB 2 * (T * S) * (blockSpin dimsB 2 * T) := by
            simp only [Matrix.mul_assoc]
        _ = S * (blockSpin dimsB 2 * blockSpin dimsB 2) * T := by
            rw [hTS, Matrix.mul_one]
            simp only [Matrix.mul_assoc]
    have e : (blockSpin dimsA 2 ^ 4).trace = (blockSpin dimsB 2 ^ 4).trace := by
      rw [show 4 = 2 + 2 from rfl, pow_add, pow_add, sq]
      generalize blockSpin dimsB 2 ^ 2 = B
      calc (S * B * T * (S * B * T)).trace = (S * B * (T * S) * (B * T)).trace := by
            simp only [Matrix.mul_assoc]
        _ = (S * (B * B * T)).trace := by
            rw [hTS, Matrix.mul_one]
            simp only [Matrix.mul_assoc]
        _ = (B * B).trace := by
            rw [Matrix.trace_mul_comm, Matrix.mul_assoc (B * B) T S, hTS, Matrix.mul_one]
    rw [fourth_moments.1, fourth_moments.2] at e
    norm_num at e

end

end SpinBlockTraces
```

```lean
#print axioms SpinBlockTraces.equal_traces_not_conjugate
```

```
'SpinBlockTraces.equal_traces_not_conjugate' depends on axioms: [propext, Classical.choice, Quot.sound]
```

## Two block sums on eleven states

The final theorem, `equal_traces_not_conjugate`, makes three kinds of statement about two lists of spins. List A is $(0,2,2)$, with multiplicities $1+5+5=11$; list B is $(1/2,1,5/2)$, with multiplicities $2+3+6=11$. Both spaces have dimension 11. For all $i,j\in\{x,y,z\}$ the traces of $J_i$ agree, and so do the traces of $J_iJ_j$. (As subscripts of $J$ and $\delta$, the letters $i$ and $j$ label components; in the formulas below, $j$ standing alone is the spin quantum number and $i$ the imaginary unit.) Finally, no invertible matrix carries $J_z$ of B into $J_z$ of A by conjugation. It follows at once that no single change of basis can match all three components.

In the code a spin is labelled by its number of states $n=2j+1$, so half-integer and integer spins are treated alike, and $\hbar=1$. The basis states of one spin are numbered $a=0,\dots,n-1$ from the top down, with magnetic quantum number $m=(n-1)/2-a$. The function `raising n` is the matrix of $J_+$, which I write as $R$. Its only nonzero entries are

$$R_{b-1,b}=\sqrt{b\,(n-b)},\qquad 1\le b\le n-1,$$

which is the usual $\sqrt{(j-m)(j+m+1)}$ with $m=j-b$. The symbol `ᴴ` is the Hermitian adjoint, so $R^\dagger$ is $J_-$. The three matrices `spin n 0`, `spin n 1` and `spin n 2` are

$$J_x=\tfrac12(R+R^\dagger),\qquad J_y=-\tfrac{i}{2}(R-R^\dagger),\qquad J_z=\mathrm{diag}(j,j-1,\dots,-j).$$

`blockSpin d i` puts one such matrix per spin on the diagonal. Its rows and columns are labelled by pairs `(k : Fin r) × Fin (d k)`: first the block, then the state inside it. The labels of A and B are therefore different types, although there are eleven of each. An invertible matrix between the two spaces is accordingly given as a pair `S`, `T` with `S * T = 1` and `T * S = 1`, and the excluded equation is `S * blockSpin dimsB 2 * T = blockSpin dimsA 2`. The matrices $S$ and $T$ need not be unitary, so the exclusion covers unitary changes of basis and more.

The theorem concerns these explicit finite matrices. The angular momentum commutation relations are not among the statements proved; the traces are computed directly from the matrix entries.

List B mixes integer and half-integer spins. The total angular momenta of a fixed collection of particles are either all integer or all half-integer, so B is a mathematical example and not the level scheme of such a system. In a formal model where the magnetic moment is proportional to $J$, with the same factor for both lists, and all eleven states are degenerate at zero field, the zero-field susceptibility at a given temperature depends on the spins through $\mathrm{Tr}\,J_z^2$ divided by the number of states, so it does not distinguish these two lists. The equal-weight average of $J_iJ_j$ is $\tfrac{20}{11}\delta_{ij}$ in both.

## First and second moments of one spin

Since $R$ has entries only one step off the diagonal, $\mathrm{Tr}\,R=0$. The matrix $R^2$ moves two steps, so $\mathrm{Tr}\,R^2=0$ as well. The product of $R$ with the diagonal $J_z$ still has no diagonal entries, which gives $\mathrm{Tr}\,RJ_z=0$. The same three statements hold for $R^\dagger$. The remaining trace is

$$\tau=\mathrm{Tr}\,R^\dagger R=\sum_{b=0}^{n-1}b(n-b)=\frac{n^2(n-1)}2-\frac{n(n-1)(2n-1)}6=\frac{n(n^2-1)}6,$$

and $\mathrm{Tr}\,RR^\dagger=\tau$ by cyclicity. Expanding the products gives

$$\mathrm{Tr}\,J_x^2=\tfrac14(0+\tau+\tau+0)=\tfrac{\tau}{2},\qquad
\mathrm{Tr}\,J_y^2=-\tfrac14(0-\tau-\tau+0)=\tfrac{\tau}{2},$$

$$\mathrm{Tr}\,J_xJ_y=-\tfrac{i}{4}(0-\tau+\tau-0)=0.$$

The traces of $J_xJ_z$ and $J_yJ_z$ vanish because those of $RJ_z$ and $R^\dagger J_z$ do, and the reversed products follow by cyclicity. For $J_z$ itself, put $c=(n-1)/2$. Then $\mathrm{Tr}\,J_z=nc-n(n-1)/2=0$ and

$$\mathrm{Tr}\,J_z^2=\sum_{a=0}^{n-1}(c-a)^2=nc^2-cn(n-1)+\frac{n(n-1)(2n-1)}6=\frac{n(n^2-1)}{12}.$$

This equals $\tau/2$, so a single formula covers all cases:

$$\mathrm{Tr}\,J_i=0,\qquad \mathrm{Tr}\,J_iJ_j=\delta_{ij}\,\frac{n(n^2-1)}{12}.$$

For $n=1$, spin zero, all the matrices vanish and so does the formula.

## Why the second moments agree and the fourth do not

Products and traces of block-diagonal matrices are taken block by block, so the second moments add:

$$\text{A: } 0+10+10=20,\qquad \text{B: } \tfrac12+2+\tfrac{35}{2}=20.$$

All nine traces $\mathrm{Tr}\,J_iJ_j$ are therefore $20\,\delta_{ij}$ for both lists. The fourth moments are sums of $m^4$:

$$\text{A: } 0+2\cdot 2\,(2^4+1^4)=68,$$

$$\text{B: } 2\cdot\frac1{16}+2\cdot1+2\cdot\frac{625+81+1}{16}=\frac18+2+\frac{707}8=\frac{181}2.$$

Suppose now that $A=SBT$ with $TS=1$, where $A$ and $B$ denote the two $J_z$ matrices. Then $A^2=SB(TS)BT=SB^2T$, and squaring once more gives $A^4=SB^4T$. By cyclicity $\mathrm{Tr}\,A^4=\mathrm{Tr}\,B^4TS=\mathrm{Tr}\,B^4$. This would require $68=181/2$, which is false.

## How the Lean proof follows the calculation

The lemma `sums` proves the three finite sums used above by induction on the number of terms, for an arbitrary complex $c$. `trace_lowering_raising` evaluates $\tau$. For each diagonal entry of $R^\dagger R$ it separates the top state, `(a : ℕ) = 0`, which has nothing above it, from the others, which have exactly one state immediately above them. In the second case `Finset.sum_eq_single` keeps that one term, and the product of the two square roots becomes $a(n-a)$ once this number is known to be nonnegative.

`spin_moments` assembles the single-spin formula. Its local results `rr`, `ll`, `lr` and `rl` are the traces of $R^2$, $(R^\dagger)^2$, $R^\dagger R$ and $RR^\dagger$; `rz` and `lz` are the mixed traces with $J_z$. The expansions of $J_x^2$, $J_y^2$ and $J_xJ_y$ are carried out by `simp only` with the distributive laws. For $J_y^2$ the closing `linear_combination` supplies $i^2=-1$. The reversed products come from `Matrix.trace_mul_comm`, and `fin_cases` then runs through the components.

`block_moments` carries the formula to any finite list of multiplicities, using `Matrix.blockDiagonal'_mul` for products and `Matrix.trace_blockDiagonal'` for traces. `trace_Jz_pow` recognises the block sum of the $J_z$ matrices as one diagonal matrix, so that the trace of its $p$-th power is the sum of $m^p$ over all states. `fourth_moments` inserts the two lists and evaluates the sums numerically.

In the final theorem the dimensions are counted from the blocks, and the equality of traces reduces to the identity $20=20$, stated there as the equality `s` of two sums. For the last part, an assumed pair `S`, `T` is unpacked. The step `sq` proves $A^2=SB^2T$, and `e` repeats the argument with $B^2$ in place of $B$ and takes the trace. Only `T * S = 1` is used here. Substituting the two fourth moments into `e` leaves the false numerical equation, which `norm_num` refutes.
